# Structure factor and chiral vector of a planar magnetic helix on a finite ring

Sites and wave indices are both taken as residues modulo \(N\), so the magnetic chain has periodic boundary conditions and the helix is commensurate with it. The ring is one of labels: in space the sites are equally spaced on a straight line. An angle needs actual numbers, so the phase \(\varphi_k(j)=2\pi kj/N\) is computed with the representatives \(0,\dots,N-1\). Another choice would shift it by a multiple of \(2\pi\), leaving \(e_k(j)=e^{i\varphi_k(j)}\) unchanged.

For \(N\ge 1\), let the unit moments be \(m_j=(\cos\varphi_q(j),\sin\varphi_q(j),0)\), and let \(M(h)=\sum_j e_h(j)\,m_j\). If \(2q\neq0\) modulo \(N\), then \(M(h)=0\) unless \(h=\pm q\), and

\[
M(\pm q)=\tfrac N2(1,\pm i,0),\qquad iM\times M^*\big|_{\pm q}=(0,0,\pm\tfrac{N^2}{2}).
\]

In polarised neutron scattering, \(iM\times M^*\) governs the chiral contribution for this ideal helix when the chain and the scattering vector are both along \(z\), since the moments are then perpendicular to the scattering vector.

## Two counter-rotating waves

The product \(e_h(j)e_k(j)\) is \(\omega^j\) with \(\omega=e^{2\pi i(h+k)/N}\). If \(h=-k\), every term is 1 and the sum is \(N\). Otherwise \(\omega\ne1\) but \(\omega^N=1\), so the geometric sum \((\omega^N-1)/(\omega-1)\) vanishes. Hence \(\sum_j e_h(j)e_k(j)=N\delta_{h,-k}\).

Insert \(\cos\varphi_q=(e_q+e_{-q})/2\) and \(\sin\varphi_q=i(e_{-q}-e_q)/2\):

\[
M_x=\tfrac N2(\delta_{h,q}+\delta_{h,-q}),\qquad
M_y=\tfrac{iN}2(\delta_{h,q}-\delta_{h,-q}),\qquad M_z=0.
\]

So \(M=(a,ib,0)\) with \(a,b\) real. The \(x\) and \(y\) components of \(M\times M^*\) vanish, and its \(z\) component is \(a(-ib)-(ib)a=-2iab\). Multiplication by \(i\) gives \(2ab\), which is

\[
\tfrac{N^2}{2}(\delta_{h,q}^2-\delta_{h,-q}^2)=\tfrac{N^2}{2}(\delta_{h,q}-\delta_{h,-q}).
\]

If \(2q\ne0\), the peaks are distinct and the stated values follow. If \(2q=0\), they coincide and cancel in the chiral vector: the arrangement is collinear, either uniform or alternating.

## Moments and amplitudes in Lean

The instance `[NeZero N]` expresses \(N\ge1\).

```lean
import Mathlib

open Matrix

namespace MagneticHelix

noncomputable section

variable {N : ℕ} [NeZero N]
```

The function `val` selects the representative of a residue.

```lean
/-- The phase angle `2π k j / N` of the wave with index `k` at site `j`, computed with the
standard representatives of the two residues. -/
def phase (k j : ZMod N) : ℝ := 2 * Real.pi * ((k.val : ℝ) * (j.val : ℝ)) / (N : ℝ)
```

A moment is a real function on `Fin 3`, whose indices 0, 1, 2 stand for \(x,y,z\).

```lean
/-- The helix of unit moments turning in the `xy` plane with propagation index `q`. -/
def helix (q j : ZMod N) : Fin 3 → ℝ :=
  ![Real.cos (phase q j), Real.sin (phase q j), 0]
```

The structure factor is an unnormalised sum with a positive sign in the exponent; the opposite sign would exchange the results at \(q\) and \(-q\). Atomic form factors, thermal motion and projection perpendicular to a general scattering vector are left out.

```lean
/-- The magnetic structure factor `M(h) = ∑ j, exp(2πi h j / N) m_j`. -/
def structureFactor (m : ZMod N → Fin 3 → ℝ) (h : ZMod N) : Fin 3 → ℂ :=
  fun a => ∑ j, Complex.exp ((phase h j : ℂ) * Complex.I) * (m j a : ℂ)
```

Here `⨯₃` is the cross product and `star` conjugates each component.

```lean
/-- The chiral vector `i M(h) × M(h)*` of a moment arrangement. -/
def chiralVector (m : ZMod N → Fin 3 → ℝ) (h : ZMod N) : Fin 3 → ℂ :=
  Complex.I • (structureFactor m h ⨯₃ star (structureFactor m h))
```

The real-valued `peak h k` is \(\delta_{h,k}\).

```lean
/-- The Kronecker peak: one if `h = k` and zero otherwise. -/
def peak (h k : ZMod N) : ℝ := if h = k then 1 else 0
```

## Orthogonality from a primitive character

The next lemma identifies \(e_k(j)\) with `ZMod.stdAddChar (j * k)`. It replaces the product of residues by the product of their representatives, then compares exponents.

```lean
/-- The phase factor is the standard additive character of `ZMod N` at the product of
wave index and site. -/
theorem exp_phase (k j : ZMod N) :
    Complex.exp ((phase k j : ℂ) * Complex.I) = ZMod.stdAddChar (j * k) := by
  have hc : j * k = (((k.val * j.val : ℕ) : ℤ) : ZMod N) := by
    rw [Int.cast_natCast, Nat.cast_mul, ZMod.natCast_zmod_val, ZMod.natCast_zmod_val,
      mul_comm]
  rw [hc, ZMod.stdAddChar_coe]
  unfold phase
  congr 1
  simp only [Complex.ofReal_div, Complex.ofReal_mul, Complex.ofReal_natCast,
    Complex.ofReal_ofNat, Int.cast_natCast, Nat.cast_mul, Int.cast_mul]
  ring
```

Since a character turns negation into inversion, \(e_k(j)^{-1}=e_{-k}(j)\).

```lean
/-- Reversing the wave index inverts the phase factor. -/
theorem exp_neg_phase (k j : ZMod N) :
    Complex.exp (-((phase k j : ℂ) * Complex.I))
      = Complex.exp ((phase (-k) j : ℂ) * Complex.I) := by
  rw [Complex.exp_neg, exp_phase, exp_phase, mul_neg, AddChar.map_neg_eq_inv]
```

The proof turns on `AddChar.sum_mulShift`. For a primitive character \(\psi\) of a finite ring, it evaluates \(\sum_j\psi(jb)\) as the number of ring elements if \(b=0\), and as zero otherwise. Primitivity means that \(j\mapsto\psi(jb)\) is nontrivial for every \(b\ne0\). This is stronger than nontriviality of \(\psi\): on `ZMod 4`, the character \(j\mapsto(-1)^j\) is nontrivial, but \(b=2\) makes it constant. `ZMod.isPrimitive_stdAddChar` supplies the property for composite \(N\) as well as prime \(N\), and \(b=h+k\) gives the orthogonality relation.

```lean
/-- Orthogonality of lattice waves: the product of the waves `h` and `k` sums to `N` if
`h = -k` and to zero otherwise. -/
theorem sum_waves (h k : ZMod N) :
    ∑ j, Complex.exp ((phase h j : ℂ) * Complex.I) * Complex.exp ((phase k j : ℂ) * Complex.I)
      = (N : ℂ) * (peak h (-k) : ℂ) := by
  simp_rw [exp_phase, ← AddChar.map_add_eq_mul, ← mul_add]
  rw [AddChar.sum_mulShift _ (ZMod.isPrimitive_stdAddChar N)]
  simp [peak, ZMod.card, add_eq_zero_iff_eq_neg]
  split_ifs <;> simp
```

## From the waves to the chiral vector

In the next proof, `hcos` and `hsin` are the exponential decompositions. `fin_cases` separates the components, and `sum_waves` evaluates those along \(x\) and \(y\). The formula holds for every \(q\), including coincident peaks.

```lean
/-- The structure factor of the helix at every `h` and for every `q`, as a combination of
peaks at `q` and `-q`. -/
theorem structureFactor_helix (q h : ZMod N) :
    structureFactor (helix q) h =
      ![(((N : ℝ) / 2 * (peak h q + peak h (-q)) : ℝ) : ℂ),
        Complex.I * (((N : ℝ) / 2 * (peak h q - peak h (-q)) : ℝ) : ℂ), 0] := by
  -- cosine and sine are split into the two counter-rotating waves
  have hcos : ∀ j, Complex.exp ((phase h j : ℂ) * Complex.I) * (Real.cos (phase q j) : ℂ)
      = (Complex.exp ((phase h j : ℂ) * Complex.I) * Complex.exp ((phase q j : ℂ) * Complex.I)
        + Complex.exp ((phase h j : ℂ) * Complex.I)
          * Complex.exp ((phase (-q) j : ℂ) * Complex.I)) / 2 := by
    intro j
    rw [← exp_neg_phase, Complex.ofReal_cos, Complex.cos, neg_mul]
    ring
  have hsin : ∀ j, Complex.exp ((phase h j : ℂ) * Complex.I) * (Real.sin (phase q j) : ℂ)
      = (Complex.exp ((phase h j : ℂ) * Complex.I)
          * Complex.exp ((phase (-q) j : ℂ) * Complex.I)
        - Complex.exp ((phase h j : ℂ) * Complex.I)
          * Complex.exp ((phase q j : ℂ) * Complex.I)) * Complex.I / 2 := by
    intro j
    rw [← exp_neg_phase, Complex.ofReal_sin, Complex.sin, neg_mul]
    ring
  ext a
  fin_cases a
  · change ∑ j, Complex.exp ((phase h j : ℂ) * Complex.I) * (Real.cos (phase q j) : ℂ)
      = (((N : ℝ) / 2 * (peak h q + peak h (-q)) : ℝ) : ℂ)
    rw [Finset.sum_congr rfl (fun j _ => hcos j), ← Finset.sum_div, Finset.sum_add_distrib,
      sum_waves, sum_waves, neg_neg]
    push_cast
    ring
  · change ∑ j, Complex.exp ((phase h j : ℂ) * Complex.I) * (Real.sin (phase q j) : ℂ)
      = Complex.I * (((N : ℝ) / 2 * (peak h q - peak h (-q)) : ℝ) : ℂ)
    rw [Finset.sum_congr rfl (fun j _ => hsin j), ← Finset.sum_div, ← Finset.sum_mul,
      Finset.sum_sub_distrib, sum_waves, sum_waves, neg_neg]
    push_cast
    ring
  · change ∑ j, Complex.exp ((phase h j : ℂ) * Complex.I) * ((0 : ℝ) : ℂ) = 0
    simp
```

The cross product is computed for general real \(a,b\); the last component uses \(i^2=-1\).

```lean
/-- For an elliptical amplitude `M = (a, ib, 0)` with real `a` and `b`, the vector
`i M × M*` is `(0, 0, 2ab)`. -/
theorem cross_elliptical (a b : ℝ) :
    Complex.I • (![(a : ℂ), Complex.I * (b : ℂ), 0] ⨯₃
      star ![(a : ℂ), Complex.I * (b : ℂ), 0]) = ![0, 0, ((2 * a * b : ℝ) : ℂ)] := by
  rw [cross_apply]
  ext i
  fin_cases i
  · change Complex.I * (Complex.I * (b : ℂ) * star (0 : ℂ)
      - 0 * star (Complex.I * (b : ℂ))) = 0
    simp
  · change Complex.I * (0 * star (a : ℂ) - (a : ℂ) * star (0 : ℂ)) = 0
    simp
  · change Complex.I * ((a : ℂ) * star (Complex.I * (b : ℂ))
      - Complex.I * (b : ℂ) * star (a : ℂ)) = ((2 * a * b : ℝ) : ℂ)
    simp only [star_mul', Complex.star_def, Complex.conj_I, Complex.conj_ofReal]
    push_cast
    linear_combination (-2 * (a : ℂ) * (b : ℂ)) * Complex.I_sq
```

In the following theorem, `key` simplifies \(2ab\) by checking the possible values of the two peaks.

```lean
/-- The chiral vector of the helix at every `h` and for every `q`: it lies along `z`, with component
`N²/2 * (peak h q - peak h (-q))`. -/
theorem chiralVector_helix (q h : ZMod N) :
    chiralVector (helix q) h =
      ![0, 0, (((N : ℝ) ^ 2 / 2 * (peak h q - peak h (-q)) : ℝ) : ℂ)] := by
  have key : 2 * ((N : ℝ) / 2 * (peak h q + peak h (-q)))
      * ((N : ℝ) / 2 * (peak h q - peak h (-q)))
      = (N : ℝ) ^ 2 / 2 * (peak h q - peak h (-q)) := by
    unfold peak
    split_ifs <;> ring
  rw [chiralVector, structureFactor_helix, cross_elliptical, key]
```

The hypothesis `hq` now separates the peaks, since \(q=-q\) would give \(2q=0\). It can be met only for \(N\ge3\). The five conjuncts are the vanishing away from \(\pm q\), the two amplitudes and the two full chiral vectors.

```lean
/-- Magnetic scattering from a helix with `2q ≠ 0`: the structure factor vanishes away from
`q` and `-q`, is circular with opposite senses at these two, and the chiral vector there is
`N²/2` and `-N²/2` along `z`. -/
theorem helix_scattering (q : ZMod N) (hq : 2 * q ≠ 0) :
    (∀ h, h ≠ q → h ≠ -q → structureFactor (helix q) h = 0) ∧
    structureFactor (helix q) q = ((N : ℂ) / 2) • ![1, Complex.I, 0] ∧
    structureFactor (helix q) (-q) = ((N : ℂ) / 2) • ![1, -Complex.I, 0] ∧
    chiralVector (helix q) q = ![0, 0, (N : ℂ) ^ 2 / 2] ∧
    chiralVector (helix q) (-q) = ![0, 0, -((N : ℂ) ^ 2 / 2)] := by
  -- the two peaks are distinct
  have hne : q ≠ -q := fun e => hq (by linear_combination e)
  have p1 : peak q q = 1 := by simp [peak]
  have p2 : peak q (-q) = 0 := by simp only [peak, if_neg hne]
  have p3 : peak (-q) q = 0 := by simp only [peak, if_neg hne.symm]
  have p4 : peak (-q) (-q) = 1 := by simp [peak]
  refine ⟨fun h h1 h2 => ?_, ?_, ?_, ?_, ?_⟩
  · have e1 : peak h q = 0 := by simp only [peak, if_neg h1]
    have e2 : peak h (-q) = 0 := by simp only [peak, if_neg h2]
    rw [structureFactor_helix, e1, e2]
    ext a
    fin_cases a <;> simp
  · rw [structureFactor_helix, p1, p2]
    ext a
    fin_cases a <;> simp [mul_comm]
  · rw [structureFactor_helix, p3, p4]
    ext a
    fin_cases a <;> simp [mul_comm]
  · rw [chiralVector_helix, p1, p2]
    simp
  · rw [chiralVector_helix, p3, p4]
    simp
```

The last theorem shows that the condition is sharp for chirality. If \(2q\ne0\), the value at \(h=q\) is nonzero because \(N\ne0\); if \(2q=0\), substituting \(-q=q\) cancels the peaks at every \(h\).

```lean
/-- The chiral vector of the helix vanishes at every `h` exactly when `2q = 0`. -/
theorem chiralVector_eq_zero_iff (q : ZMod N) :
    (∀ h, chiralVector (helix q) h = 0) ↔ 2 * q = 0 := by
  constructor
  · intro h
    by_contra hq
    have h1 := h q
    rw [(helix_scattering q hq).2.2.2.1] at h1
    have h2 : (N : ℂ) ^ 2 / 2 = 0 := congrFun h1 2
    have hN : (N : ℂ) ≠ 0 := Nat.cast_ne_zero.mpr (NeZero.ne N)
    exact div_ne_zero (pow_ne_zero 2 hN) two_ne_zero h2
  · intro hq h
    -- the two peaks coincide and cancel
    have e : -q = q := by linear_combination -hq
    rw [chiralVector_helix, e, sub_self]
    ext a
    fin_cases a <;> simp

end

end MagneticHelix
```

```lean
#print axioms MagneticHelix.chiralVector_helix
-- 'MagneticHelix.chiralVector_helix' depends on axioms: [propext, Classical.choice, Quot.sound]
#print axioms MagneticHelix.chiralVector_eq_zero_iff
-- 'MagneticHelix.chiralVector_eq_zero_iff' depends on axioms: [propext, Classical.choice, Quot.sound]
```
